# In a binary mixture, polynomial excess energies of degree at most $n+2$ that vanish at the pure components have unique Redlich–Kister coefficients $L_0,\dots,L_n$

Suppose a Redlich–Kister fit to the excess Gibbs energy of a binary mixture leaves a residual. If the form could miss some polynomials of the degree it reaches, part of that residual might come from the form and not from the data or the chosen order. If two sets of coefficients could give the same curve, comparing the coefficients of two fits would say little about the mixtures. Neither happens for polynomial excess energies: once the degree is bounded and the energy is zero at both pure components, the coefficients exist and are unique.

The development uses Mathlib's polynomials, with `ℝ[X]` for polynomials with real coefficients.

```lean
import Mathlib

open Polynomial

namespace RedlichKister

noncomputable section
```

## The excess energy as a function of composition

Fix the temperature and pressure, and let $x$ be the mole fraction of the second component, so that $x=0$ is the pure first component and $x=1$ the pure second. For a natural number $n$ and real interaction coefficients $L_0,\dots,L_n$, the Redlich–Kister excess energy is

$$E_L(x)=x(1-x)\sum_{k=0}^{n}L_k(1-2x)^k .$$

The variable $u=1-2x$ is the mole fraction of the first component minus that of the second. It runs from $1$ to $-1$ as $x$ runs from $0$ to $1$. For $n=0$ only the regular-solution term $L_0\,x(1-x)$ remains.

```lean
/-- The Redlich-Kister excess energy `x (1 - x) ∑ L_k (1 - 2x)^k` of a binary mixture
at mole fraction `x`, with interaction coefficients `L_0, ..., L_n`. -/
def rkExcess {n : ℕ} (L : Fin (n + 1) → ℝ) (x : ℝ) : ℝ :=
  x * (1 - x) * ∑ k, L k * (1 - 2 * x) ^ (k : ℕ)
```

The type `Fin (n + 1) → ℝ` is a list of $n+1$ real numbers indexed from $0$ to $n$. The coefficients are plain numbers, to be read in one fixed unit of molar energy. The function `rkExcess L` is defined for every real $x$, although only $0\le x\le 1$ describes a mixture. The sign convention matters: with $2x-1$ in place of $1-2x$, every odd coefficient would change sign.

## Mixed compositions fix every coefficient

Let $L$ and $M$ be two coefficient lists of the same length with $E_L(x)=E_M(x)$ whenever $0<x<1$. There $x(1-x)>0$, so the prefactor cancels. Every $u$ in $(-1,1)$ comes from the composition $x=(1-u)/2$ in $(0,1)$, hence

$$\sum_{k=0}^{n}L_ku^k=\sum_{k=0}^{n}M_ku^k\qquad\text{for all }-1<u<1 .$$

The difference of the two sides is a polynomial in $u$ with infinitely many zeros. It is therefore the zero polynomial, and $L_k=M_k$ for each $k$.

```lean
/-- Two Redlich-Kister expressions of the same order that agree at all compositions strictly
between the pure components have the same coefficients. -/
theorem coefficients_determined {n : ℕ} {L M : Fin (n + 1) → ℝ}
    (h : ∀ x ∈ Set.Ioo (0 : ℝ) 1, rkExcess L x = rkExcess M x) : L = M := by
  -- the series as a polynomial in the variable u = 1 - 2x
  let P : (Fin (n + 1) → ℝ) → ℝ[X] := fun K => ∑ k, C (K k) * X ^ (k : ℕ)
  have hcoeff : ∀ (K : Fin (n + 1) → ℝ) (j : Fin (n + 1)), (P K).coeff (j : ℕ) = K j := by
    intro K j
    change (∑ k, C (K k) * X ^ (k : ℕ) : ℝ[X]).coeff (j : ℕ) = K j
    rw [Polynomial.finsetSum_coeff, Finset.sum_eq_single j]
    · simp
    · intro b _ hb
      rw [Polynomial.coeff_C_mul, Polynomial.coeff_X_pow,
        if_neg (fun e => hb (Fin.ext e.symm)), mul_zero]
    · intro hj
      exact absurd (Finset.mem_univ j) hj
  have heval : ∀ (K : Fin (n + 1) → ℝ) (u : ℝ),
      (P K).eval u = ∑ k, K k * u ^ (k : ℕ) := by
    intro K u
    simp [P, Polynomial.eval_finsetSum]
  have hP : P L = P M := by
    apply Polynomial.eq_of_infinite_eval_eq
    apply (Set.Ioo_infinite (show (-1 : ℝ) < 1 by norm_num)).mono
    intro u hu
    obtain ⟨h1, h2⟩ := hu
    have hx0 : 0 < (1 - u) / 2 := by linarith
    have hx1 : 0 < 1 - (1 - u) / 2 := by linarith
    have hx := h ((1 - u) / 2) ⟨hx0, by linarith⟩
    unfold rkExcess at hx
    have hu' : 1 - 2 * ((1 - u) / 2) = u := by ring
    rw [hu'] at hx
    -- the prefactor x (1 - x) is nonzero inside the interval and cancels
    have hc := mul_left_cancel₀ (mul_pos hx0 hx1).ne' hx
    change (P L).eval u = (P M).eval u
    rw [heval, heval]
    exact hc
  funext j
  rw [← hcoeff L j, ← hcoeff M j, hP]
```

The hypothesis `h` asks for agreement only on `Set.Ioo (0 : ℝ) 1`, the open interval of mixed compositions. The conclusion `L = M` is equality of the whole lists.

In the proof, `P K` is the polynomial $\sum_k K_ku^k$. The auxiliary statement `hcoeff` reads its coefficients back, and `heval` gives its values. The equality `hP` is the argument above: `mul_left_cancel₀` removes the nonzero prefactor, and `Polynomial.eq_of_infinite_eval_eq` turns agreement at infinitely many points into equality of polynomials. Comparing coefficients finishes the proof.

## Every admissible polynomial has a Redlich–Kister form

Let $g$ be a real polynomial of degree at most $n+2$ with $g(0)=g(1)=0$. The root at $0$ gives $g(x)=x\,a(x)$ for some polynomial $a$. Then $0=g(1)=a(1)$, so $a(x)=(x-1)\,b(x)$ for some polynomial $b$, and

$$g(x)=x(x-1)\,b(x)=x(1-x)\,\bigl(-b(x)\bigr).$$

If $b\neq0$, then $\deg g=2+\deg b$, so $\deg b\le n$. If $b=0$, then $g=0$ and all coefficients are zero. Now change the variable by $x=(1-u)/2$ and define

$$r(u)=-b\!\left(\frac{1-u}{2}\right)=\sum_{k=0}^{n}r_ku^k .$$

A linear substitution does not raise the degree, so the sum stops at $n$. Since $r(1-2x)=-b(x)$,

$$g(x)=x(1-x)\sum_{k=0}^{n}r_k(1-2x)^k ,$$

and $L_k=r_k$ is a valid choice. Any other valid choice would give the same energy at all mixed compositions, so by the previous result it is the same list.

```lean
/-- Redlich-Kister completeness: a polynomial excess energy of degree at most `n + 2` that
vanishes at both pure components is a Redlich-Kister expression for exactly one choice of the
coefficients `L_0, ..., L_n`. -/
theorem redlich_kister_complete {n : ℕ} (g : ℝ[X]) (hdeg : g.natDegree ≤ n + 2)
    (h0 : g.eval 0 = 0) (h1 : g.eval 1 = 0) :
    ∃! L : Fin (n + 1) → ℝ, ∀ x : ℝ, g.eval x = rkExcess L x := by
  -- split off the two roots at the pure components
  obtain ⟨a, ha⟩ := Polynomial.dvd_iff_isRoot.mpr (show g.IsRoot 0 from h0)
  have ha1 : a.eval 1 = 0 := by
    rw [ha] at h1
    simpa using h1
  obtain ⟨b, hb⟩ := Polynomial.dvd_iff_isRoot.mpr (show a.IsRoot 1 from ha1)
  have hbdeg : b.natDegree ≤ n := by
    by_cases hb0 : b = 0
    · simp [hb0]
    · have hne : (X - C (1 : ℝ)) * b ≠ 0 := mul_ne_zero (Polynomial.X_sub_C_ne_zero 1) hb0
      rw [ha, hb, Polynomial.natDegree_mul (Polynomial.X_sub_C_ne_zero 0) hne,
        Polynomial.natDegree_mul (Polynomial.X_sub_C_ne_zero 1) hb0,
        Polynomial.natDegree_X_sub_C, Polynomial.natDegree_X_sub_C] at hdeg
      omega
  -- rewrite the quotient in the variable u = 1 - 2x
  let r : ℝ[X] := (-b).comp (C (1 / 2) * (1 - X))
  have hlin : (C (1 / 2 : ℝ) * (1 - X)).natDegree ≤ 1 := by compute_degree
  have hr : r.natDegree < n + 1 := by
    have e : r.natDegree = (-b).natDegree * (C (1 / 2 : ℝ) * (1 - X)).natDegree :=
      Polynomial.natDegree_comp
    rw [Polynomial.natDegree_neg] at e
    have := Nat.mul_le_mul hbdeg hlin
    omega
  have hfit : ∀ x : ℝ, g.eval x = rkExcess (fun k : Fin (n + 1) => r.coeff (k : ℕ)) x := by
    intro x
    have hs : r.eval (1 - 2 * x) = ∑ k : Fin (n + 1), r.coeff (k : ℕ) * (1 - 2 * x) ^ (k : ℕ) := by
      rw [Polynomial.eval_eq_sum_range' hr, Finset.sum_range]
    have hrx : r.eval (1 - 2 * x) = -b.eval x := by
      have e : (1 / 2 : ℝ) * (1 - (1 - 2 * x)) = x := by ring
      change ((-b).comp (C (1 / 2) * (1 - X))).eval (1 - 2 * x) = -b.eval x
      rw [Polynomial.eval_comp, Polynomial.eval_mul, Polynomial.eval_C, Polynomial.eval_sub,
        Polynomial.eval_one, Polynomial.eval_X, e, Polynomial.eval_neg]
    unfold rkExcess
    rw [← hs, hrx, ha, hb, Polynomial.eval_mul, Polynomial.eval_mul, Polynomial.eval_sub,
      Polynomial.eval_sub, Polynomial.eval_X, Polynomial.eval_C, Polynomial.eval_C]
    ring
  exact ⟨_, hfit, fun M hM =>
    coefficients_determined (fun x _ => (hM x).symm.trans (hfit x))⟩
```

The theorem takes a polynomial `g`, the degree bound `hdeg` and the two end conditions `h0` and `h1`. The end conditions reflect the definition of an excess quantity: it is the value for the real mixture minus the value for an ideal mixture of the same components at the same temperature, pressure and composition. For a pure component the two values coincide, so the excess is zero there. The symbol `∃!` means that exactly one `L` satisfies the equation that follows, here `g.eval x = rkExcess L x` for all real `x`.

The two uses of `Polynomial.dvd_iff_isRoot` split off the roots, `hbdeg` is the degree count, and `r` is the quotient in the variable $u$. The statement `hfit` verifies the resulting formula for $g$. The last line supplies uniqueness through `coefficients_determined`.

Completeness here concerns polynomials of bounded degree. It does not address how well, or how fast, such expressions approximate an excess energy that is not a polynomial. Ternary mixtures and the temperature dependence of the coefficients are also not treated.

### A cubic example

Take $n=1$ and, in kJ/mol,

$$g(x)=2x+2x^2-4x^3 .$$

Both end values are zero. Factoring gives $a(x)=2+2x-4x^2$ and $b(x)=-(2+4x)$, so $g(x)=x(1-x)(2+4x)$. With $x=(1-u)/2$ the last factor becomes $2+2(1-u)=4-2u$. Hence $L_0=4$ and $L_1=-2$ in kJ/mol.

### Polynomials that violate a hypothesis

Without the condition at $x=1$, the polynomial $g(x)=x$ would be admitted. It has no Redlich–Kister form of any order, because $E_L(1)=0$ while $g(1)=1$. The polynomial $1-x$ plays the same role for the condition at $x=0$.

Without the degree bound, take $n=0$ and $g(x)=x(1-x)(1-2x)$, which vanishes at both ends but has degree $3$. At $x=\tfrac12$ the equation $g=E_L$ reads $0=L_0/4$, so $L_0=0$. But $g(\tfrac14)=\tfrac{3}{32}$ is not zero.

## Nothing else is reached

Conversely, start from any coefficients. The prefactor $x(1-x)$ has degree $2$, and each term $L_k(1-2x)^k$ has degree at most $k\le n$. The product is a polynomial of degree at most $n+2$, and the prefactor makes it zero at $x=0$ and $x=1$.

```lean
/-- Conversely, every Redlich-Kister expression with coefficients `L_0, ..., L_n` is a polynomial
of degree at most `n + 2` that vanishes at both pure components. -/
theorem rkExcess_is_polynomial {n : ℕ} (L : Fin (n + 1) → ℝ) :
    ∃ g : ℝ[X], g.natDegree ≤ n + 2 ∧ g.eval 0 = 0 ∧ g.eval 1 = 0 ∧
      ∀ x : ℝ, g.eval x = rkExcess L x := by
  refine ⟨X * (1 - X) * ∑ k, C (L k) * (1 - C 2 * X) ^ (k : ℕ), ?_, by simp, by simp, ?_⟩
  · have hpre : (X * (1 - X) : ℝ[X]).natDegree ≤ 2 := by compute_degree
    have hlin : (1 - C 2 * X : ℝ[X]).natDegree ≤ 1 := by compute_degree
    have hsum : (∑ k, C (L k) * (1 - C 2 * X) ^ (k : ℕ) : ℝ[X]).natDegree ≤ n := by
      apply Polynomial.natDegree_sum_le_of_forall_le
      intro k _
      refine (Polynomial.natDegree_C_mul_le _ _).trans (Polynomial.natDegree_pow_le.trans ?_)
      have h1 := Nat.mul_le_mul (le_refl (k : ℕ)) hlin
      have h2 := k.isLt
      omega
    refine Polynomial.natDegree_mul_le.trans ?_
    omega
  · intro x
    simp [rkExcess, Polynomial.eval_finsetSum]
```

The theorem states that some polynomial `g` has the three properties and takes the values of `rkExcess L`. The proof writes this polynomial down explicitly; `hpre` and `hsum` bound the degrees of its two factors.

For a binary phase at fixed temperature and pressure, a fit in which all the coefficients $L_0,\dots,L_n$ are free thus searches exactly the polynomials of degree at most $n+2$ with zero excess energy at the ends.

## Exchanging the components

Renaming the components replaces $x$ by $1-x$. The prefactor is unchanged, while $1-2(1-x)=-(1-2x)$. Therefore

$$E_L(1-x)=x(1-x)\sum_{k=0}^{n}(-1)^kL_k(1-2x)^k .$$

Even coefficients keep their values and odd ones change sign.

```lean
/-- Exchanging the two components multiplies the coefficient `L_k` by `(-1)^k`. -/
theorem rkExcess_exchange {n : ℕ} (L : Fin (n + 1) → ℝ) (x : ℝ) :
    rkExcess L (1 - x) = rkExcess (fun k => (-1) ^ (k : ℕ) * L k) x := by
  have h : 1 - 2 * (1 - x) = (-1) * (1 - 2 * x) := by ring
  have hs : ∑ k, L k * ((-1) * (1 - 2 * x)) ^ (k : ℕ)
      = ∑ k : Fin (n + 1), (-1) ^ (k : ℕ) * L k * (1 - 2 * x) ^ (k : ℕ) :=
    Finset.sum_congr rfl (fun k _ => by rw [mul_pow]; ring)
  unfold rkExcess
  rw [h, hs]
  ring
```

The right-hand side of the Lean statement is `rkExcess` with the list whose entry `k` is `(-1) ^ (k : ℕ) * L k`. In the proof, `h` is the sign change of $1-2x$, and `hs` takes the sign out of each power.

## Symmetric mixtures have only even coefficients

Suppose $E_L(1-x)=E_L(x)$ for all $0<x<1$. By the exchange rule, the lists $(-1)^kL_k$ and $L_k$ give the same energy at every mixed composition, so they are equal. For odd $k$ this says $-L_k=L_k$, that is, $L_k=0$. In the other direction, if all odd coefficients are zero, the exchange leaves the list unchanged and the energy is symmetric about $x=\tfrac12$.

```lean
/-- The excess energy is unchanged by exchange of the components at every mixed composition
exactly when all coefficients of odd order vanish. -/
theorem symmetric_iff_odd_vanish {n : ℕ} (L : Fin (n + 1) → ℝ) :
    (∀ x ∈ Set.Ioo (0 : ℝ) 1, rkExcess L (1 - x) = rkExcess L x) ↔
      ∀ k : Fin (n + 1), Odd (k : ℕ) → L k = 0 := by
  constructor
  · intro h k hk
    have e : (fun k : Fin (n + 1) => (-1) ^ (k : ℕ) * L k) = L :=
      coefficients_determined (fun x hx => by rw [← rkExcess_exchange, h x hx])
    have ek : (-1) ^ (k : ℕ) * L k = L k := congrFun e k
    rw [hk.neg_one_pow] at ek
    linarith
  · intro h x _
    have e : (fun k : Fin (n + 1) => (-1) ^ (k : ℕ) * L k) = L := by
      funext k
      rcases Nat.even_or_odd (k : ℕ) with hk | hk
      · rw [hk.neg_one_pow, one_mul]
      · rw [h k hk, mul_zero]
    rw [rkExcess_exchange, e]
```

The statement is an equivalence between symmetry on the open interval and `L k = 0` for every odd index. For $n=0$ there is no odd index, and the energy is always symmetric. In both halves of the proof, `e` is the equality of the two lists. The first half obtains it from `coefficients_determined`, the second by separating even and odd indices.

## Slopes at the pure components

Write $S(x)=\sum_{k=0}^{n}L_k(1-2x)^k$, so that $E_L(x)=x(1-x)S(x)$. The product rule gives

$$E_L'(x)=(1-2x)\,S(x)+x(1-x)\,S'(x).$$

At both ends the second term is zero, so $S'$ need not be computed. Since $1-2x$ equals $1$ at $x=0$ and $-1$ at $x=1$,

$$E_L'(0)=\sum_{k=0}^{n}L_k,\qquad E_L'(1)=-\sum_{k=0}^{n}(-1)^kL_k .$$

For the cubic example these are $4-2=2$ and $-(4+2)=-6$ kJ/mol. Direct differentiation gives $g'(x)=2+4x-12x^2$, with the same end values.

```lean
/-- The slope of the excess energy is `∑ L_k` at the pure component `x = 0` and
`-∑ (-1)^k L_k` at the pure component `x = 1`. -/
theorem slopes_at_pure_components {n : ℕ} (L : Fin (n + 1) → ℝ) :
    HasDerivAt (rkExcess L) (∑ k, L k) 0 ∧
      HasDerivAt (rkExcess L) (-∑ k : Fin (n + 1), (-1) ^ (k : ℕ) * L k) 1 := by
  -- product rule; the derivative d of the series drops out where x (1 - x) = 0
  have key : ∀ a : ℝ, ∃ d : ℝ, HasDerivAt (rkExcess L)
      ((1 - 2 * a) * (∑ k, L k * (1 - 2 * a) ^ (k : ℕ)) + a * (1 - a) * d) a := by
    intro a
    have hS : DifferentiableAt ℝ (fun x : ℝ => ∑ k, L k * (1 - 2 * x) ^ (k : ℕ)) a := by
      fun_prop
    have hq : HasDerivAt (fun x : ℝ => x * (1 - x)) (1 - 2 * a) a :=
      ((hasDerivAt_id' a).fun_mul ((hasDerivAt_id' a).const_sub 1)).congr_deriv (by ring)
    exact ⟨_, hq.fun_mul hS.hasDerivAt⟩
  constructor
  · obtain ⟨d, hd⟩ := key 0
    exact hd.congr_deriv (by simp)
  · obtain ⟨d, hd⟩ := key 1
    refine hd.congr_deriv ?_
    have e : (1 - 2 * 1 : ℝ) = -1 := by norm_num
    have hs : ∑ k : Fin (n + 1), L k * (-1 : ℝ) ^ (k : ℕ)
        = ∑ k : Fin (n + 1), (-1 : ℝ) ^ (k : ℕ) * L k :=
      Finset.sum_congr rfl (fun k _ => mul_comm _ _)
    rw [e, hs]
    ring

end

end RedlichKister
```

The expression `HasDerivAt f d a` says that `f` is differentiable at `a` with derivative `d`. It is the two-sided derivative of the formula on the whole real line; at the ends of the composition range it equals the one-sided slope seen from inside.

The statement `key` is the product rule at a general point `a`, where `d` stands for $S'(a)$. The tactic `fun_prop` establishes that $S$ is differentiable, and setting `a` to 0 and 1 removes the term containing `d`.

```lean
#print axioms RedlichKister.redlich_kister_complete
#print axioms RedlichKister.rkExcess_is_polynomial
#print axioms RedlichKister.symmetric_iff_odd_vanish
#print axioms RedlichKister.slopes_at_pure_components
```

```
'RedlichKister.redlich_kister_complete' depends on axioms: [propext, Classical.choice, Quot.sound]
'RedlichKister.rkExcess_is_polynomial' depends on axioms: [propext, Classical.choice, Quot.sound]
'RedlichKister.symmetric_iff_odd_vanish' depends on axioms: [propext, Classical.choice, Quot.sound]
'RedlichKister.slopes_at_pure_components' depends on axioms: [propext, Classical.choice, Quot.sound]
```
